# Heisenberg exchange is the only isotropic coupling of two spins 1/2

A coupling between two spins 1/2 is a $4\times4$ matrix with sixteen complex entries. Writing it as a constant plus one coefficient times $\mathbf S^{(1)}\!\cdot\mathbf S^{(2)}$, the scalar product of the two spin operators, leaves two free coefficients in place of sixteen. That this scalar product commutes with the total spin is quick to check, but the check leaves the converse open. The square of the scalar product also commutes with the total spin and might be an independent term, and some other combination of products of spin components might have been overlooked. If such a term existed, a model with one exchange coefficient would be incomplete for a pair with full rotational symmetry. For spin 1/2 no such term exists: a matrix $M$ commutes with the three components of the total spin exactly when $M = a + b\,\mathbf S^{(1)}\!\cdot\mathbf S^{(2)}$ for complex numbers $a$ and $b$.

```lean
import Mathlib

open Matrix Complex
open scoped Kronecker

namespace IsotropicExchange

noncomputable section
```

## The operators

One spin has the basis states $|0\rangle$ (up) and $|1\rangle$ (down). Two spins have the product states $|p\rangle = |p_1 p_2\rangle$ with $p_1, p_2 \in \{0,1\}$, and an operator $M$ has the matrix elements $M_{p,q} = \langle p|M|q\rangle$. In Lean the label $p$ is a pair in `Fin 2 × Fin 2`, so $M_{01,10}$ is `M (0, 1) (1, 0)`.

```lean
/-- Operators on two spins 1/2: 4×4 complex matrices indexed by pairs of one-spin labels
(0 = up, 1 = down). -/
abbrev TwoSpin := Matrix (Fin 2 × Fin 2) (Fin 2 × Fin 2) ℂ
```

With $\hbar = 1$ the one-spin components $s_k$ are half the Pauli matrices. The index $k = 0, 1, 2$ stands for $x, y, z$.

```lean
/-- The x, y, z components of a spin 1/2 (half the Pauli matrices, ħ = 1). -/
def spin : Fin 3 → Matrix (Fin 2) (Fin 2) ℂ :=
  ![!![0, 1 / 2; 1 / 2, 0], !![0, -I / 2; I / 2, 0], !![1 / 2, 0; 0, -1 / 2]]
```

The tensor product of two $2\times2$ matrices $A$ and $B$ has the elements $(A\otimes B)_{p,q} = A_{p_1 q_1}B_{p_2 q_2}$ and is written `⊗ₖ`. The two spins are $S^{(1)}_k = s_k\otimes 1$ and $S^{(2)}_k = 1\otimes s_k$.

```lean
/-- Component k of the first spin. -/
def spin1 (k : Fin 3) : TwoSpin := spin k ⊗ₖ (1 : Matrix (Fin 2) (Fin 2) ℂ)

/-- Component k of the second spin. -/
def spin2 (k : Fin 3) : TwoSpin := (1 : Matrix (Fin 2) (Fin 2) ℂ) ⊗ₖ spin k
```

The total spin is $S_k = S^{(1)}_k + S^{(2)}_k$, so `total 0` is $S_x$ and `total 2` is $S_z$. The exchange operator is $\mathbf S^{(1)}\!\cdot\mathbf S^{(2)} = \sum_k S^{(1)}_k S^{(2)}_k$, with no sign or prefactor attached.

```lean
/-- Component k of the total spin S1 + S2. -/
def total (k : Fin 3) : TwoSpin := spin1 k + spin2 k

/-- The Heisenberg exchange operator S1·S2. -/
def exchange : TwoSpin := ∑ k, spin1 k * spin2 k
```

The permutation operator $P$ acts as $P|q_1q_2\rangle = |q_2q_1\rangle$, so $P_{p,q}$ is 1 when $p = (q_2,q_1)$ and 0 otherwise. The number of down spins in $|p\rangle$ is $n_p = p_1 + p_2$.

```lean
/-- The permutation operator that interchanges the two spins. -/
def spinSwap : TwoSpin := Matrix.of fun p q => if p = q.swap then 1 else 0

/-- The number of down spins in a product basis state. -/
def downCount (p : Fin 2 × Fin 2) : ℕ := p.1.val + p.2.val
```

A complex $3\times3$ coupling tensor $J$ defines the bilinear coupling $H_J = \sum_{k,l} J_{kl}\,S^{(1)}_k S^{(2)}_l$.

```lean
/-- The general bilinear coupling Σ J_kl S1_k S2_l with coupling tensor J. -/
def bilinear (J : Matrix (Fin 3) (Fin 3) ℂ) : TwoSpin :=
  ∑ k, ∑ l, J k l • (spin1 k * spin2 l)
```

## Dirac's exchange identity

The mixed-product rule $(A\otimes B)(C\otimes D) = AC\otimes BD$ gives
$$S^{(1)}_k S^{(2)}_l = (s_k\otimes 1)(1\otimes s_l) = s_k\otimes s_l .$$
In Mathlib the rule is `Matrix.mul_kronecker_mul`.

```lean
/-- The product S1_k S2_l is the tensor product of the one-spin components k and l. -/
theorem spin1_mul_spin2 (k l : Fin 3) : spin1 k * spin2 l = spin k ⊗ₖ spin l := by
  rw [spin1, spin2, ← Matrix.mul_kronecker_mul]
  simp
```

The exchange operator is therefore $\sum_k s_k\otimes s_k$. In the order $00, 01, 10, 11$ the $z$ term is $\mathrm{diag}(\tfrac14,-\tfrac14,-\tfrac14,\tfrac14)$. The $x$ term flips both spins with amplitude $\tfrac12\cdot\tfrac12 = \tfrac14$. The $y$ term also flips both, with amplitude $(\pm\tfrac i2)^2 = -\tfrac14$ between $|00\rangle$ and $|11\rangle$ and $\tfrac i2\cdot(-\tfrac i2) = +\tfrac14$ between $|01\rangle$ and $|10\rangle$. The $x$ and $y$ terms cancel in the first case and add to $\tfrac12$ in the second:
$$\mathbf S^{(1)}\!\cdot\mathbf S^{(2)} = \begin{pmatrix} \tfrac14&0&0&0\\ 0&-\tfrac14&\tfrac12&0\\ 0&\tfrac12&-\tfrac14&0\\ 0&0&0&\tfrac14\end{pmatrix} = \tfrac12 P - \tfrac14 .$$
The proof of `dirac_identity` makes the same comparison, with the four `fin_cases` running through the sixteen entries.

```lean
/-- Dirac's exchange identity: S1·S2 = P/2 − 1/4, with P the spin permutation operator. -/
theorem dirac_identity :
    exchange = (1 / 2 : ℂ) • spinSwap - (1 / 4 : ℂ) • (1 : TwoSpin) := by
  simp only [exchange, spin1_mul_spin2, Fin.sum_univ_three]
  ext ⟨a, b⟩ ⟨c, d⟩
  fin_cases a <;> fin_cases b <;> fin_cases c <;> fin_cases d <;>
    simp [spin, spinSwap] <;> norm_num [Complex.ext_iff]
```

## The permutation commutes with the total spin

Let $A$ be any $2\times2$ matrix and $T = A\otimes1 + 1\otimes A$, so that $T_{ab,cd} = A_{ac}\delta_{bd} + \delta_{ac}A_{bd}$ for one-spin labels $a,b,c,d$. Multiplying by $P$ from the left swaps the row labels, and from the right the column labels:
$$(PT)_{ab,cd} = T_{ba,cd} = A_{bc}\delta_{ad} + \delta_{bc}A_{ad}, \qquad (TP)_{ab,cd} = T_{ab,dc} = A_{ad}\delta_{bc} + \delta_{ad}A_{bc}.$$
The two expressions agree, and $A = s_k$ gives $[P,S_k] = 0$. `Commute X Y` means $XY = YX$. The step `generalize spin k = A` replaces the spin matrix by an arbitrary one, so a single entrywise computation serves all three components.

```lean
/-- The spin permutation operator commutes with every component of the total spin. -/
theorem spinSwap_commute_total (k : Fin 3) : Commute spinSwap (total k) := by
  show spinSwap * total k = total k * spinSwap
  unfold total spin1 spin2
  generalize spin k = A
  ext ⟨a, b⟩ ⟨c, d⟩
  fin_cases a <;> fin_cases b <;> fin_cases c <;> fin_cases d <;>
    simp [Matrix.mul_apply, Fintype.sum_prod_type, Fin.sum_univ_two, spinSwap,
      Matrix.one_apply] <;> ring
```

## The selection rule from $S_z$

Each up spin contributes $+\tfrac12$ to $S_z$ and each down spin $-\tfrac12$, so $S_z$ is diagonal with entries $1 - n_p$. The $(p,q)$ element of $MS_z = S_zM$ reads $M_{p,q}(1-n_q) = (1-n_p)M_{p,q}$, which rearranges to
$$(n_p - n_q)\,M_{p,q} = 0 .$$
Hence $M_{p,q} = 0$ whenever $n_p \ne n_q$. The values of $n_p$ for $00, 01, 10, 11$ are $0, 1, 1, 2$, so ten entries vanish and six survive: $M_{00,00}$, $M_{11,11}$ and the $2\times2$ block on $|01\rangle, |10\rangle$. In the proof `hd` is the diagonal form, `e` is the matrix element of the commutation relation and `h0` is the displayed equation.

```lean
/-- An operator commuting with the total S_z has no matrix element between product states
with different numbers of down spins. -/
theorem selection_rule (M : TwoSpin) (hz : Commute M (total 2)) (p q : Fin 2 × Fin 2)
    (hne : downCount p ≠ downCount q) : M p q = 0 := by
  -- total S_z is diagonal with entries 1 − (number of down spins)
  have hd : total 2 = Matrix.diagonal fun r => 1 - (downCount r : ℂ) := by
    ext ⟨a, b⟩ ⟨c, d⟩
    fin_cases a <;> fin_cases b <;> fin_cases c <;> fin_cases d <;>
      simp [total, spin1, spin2, spin, downCount] <;> norm_num
  have e := congrFun (congrFun hz.eq p) q
  simp only [hd, Matrix.mul_diagonal, Matrix.diagonal_mul] at e
  have h0 : ((downCount p : ℂ) - (downCount q : ℂ)) * M p q = 0 := by linear_combination e
  exact (mul_eq_zero.1 h0).resolve_left (sub_ne_zero.2 (by exact_mod_cast hne))
```

## From six entries to two with $S_x$

Write $\bar c$ for the flipped label, $\bar0 = 1$ and $\bar1 = 0$; in `Fin 2` this is `c + 1`, since addition wraps around. The operator $S_x$ flips one spin or the other, $S_x|q_1q_2\rangle = \tfrac12(|\bar q_1q_2\rangle + |q_1\bar q_2\rangle)$, and its matrix is symmetric. The elements of $MS_x$ and $S_xM$ follow (`L` and `R`), and equating them and multiplying by 2 gives the relation `X`:
$$M_{p,\,\bar q_1q_2} + M_{p,\,q_1\bar q_2} = M_{\bar p_1p_2,\,q} + M_{p_1\bar p_2,\,q}.$$
Set $u = M_{01,01}$ and $v = M_{01,10}$. Four choices of $(p,q)$, labelled `x1` to `x4`, suffice:
$$\begin{aligned}
(00,01):&\quad M_{00,11} + M_{00,00} = M_{10,01} + u,\\
(00,10):&\quad M_{00,00} + M_{00,11} = M_{10,10} + v,\\
(01,00):&\quad v + u = M_{11,00} + M_{00,00},\\
(01,11):&\quad u + v = M_{11,11} + M_{00,11}.
\end{aligned}$$
The selection rule removes $M_{00,11}$ and $M_{11,00}$ (`z1`, `z2`). The third and fourth lines give $M_{00,00} = M_{11,11} = u+v$ (`hA`, `hD`). Substituting $M_{00,00} = u+v$ in the first line gives $M_{10,01} = v$ (`hE`), and in the second $M_{10,10} = u$ (`hF`). So
$$M = \begin{pmatrix} u+v&0&0&0\\ 0&u&v&0\\ 0&v&u&0\\ 0&0&0&u+v\end{pmatrix} = u + vP .$$
The closing `first` combinator treats each of the sixteen entries either as one of the ten zeros or as one of the six values. The hypotheses are `hz` and `hx` alone; commutation with $S_y$ is not needed for this step.

```lean
/-- An operator commuting with the total S_z and the total S_x is a linear combination of
the identity and the spin permutation operator. -/
theorem eq_one_add_spinSwap (M : TwoSpin) (hz : Commute M (total 2))
    (hx : Commute M (total 0)) : ∃ u v : ℂ, M = u • (1 : TwoSpin) + v • spinSwap := by
  have sel := selection_rule M hz
  -- total S_x flips one spin or the other, with amplitude 1/2
  have L : ∀ p q : Fin 2 × Fin 2,
      (M * total 0) p q = (M p (q.1 + 1, q.2) + M p (q.1, q.2 + 1)) / 2 := by
    rintro p ⟨c, d⟩
    fin_cases c <;> fin_cases d <;>
      simp [Matrix.mul_apply, Fintype.sum_prod_type, Fin.sum_univ_two, total, spin1, spin2,
        spin, Matrix.one_apply] <;> ring
  have R : ∀ p q : Fin 2 × Fin 2,
      (total 0 * M) p q = (M (p.1 + 1, p.2) q + M (p.1, p.2 + 1) q) / 2 := by
    rintro ⟨c, d⟩ q
    fin_cases c <;> fin_cases d <;>
      simp [Matrix.mul_apply, Fintype.sum_prod_type, Fin.sum_univ_two, total, spin1, spin2,
        spin, Matrix.one_apply] <;> ring
  have X : ∀ p q : Fin 2 × Fin 2, M p (q.1 + 1, q.2) + M p (q.1, q.2 + 1)
      = M (p.1 + 1, p.2) q + M (p.1, p.2 + 1) q := by
    intro p q
    have e := congrFun (congrFun hx.eq p) q
    rw [L, R] at e
    linear_combination 2 * e
  -- four elements of the commutator tie the six surviving entries to two
  have x1 : M (0, 0) (1, 1) + M (0, 0) (0, 0) = M (1, 0) (0, 1) + M (0, 1) (0, 1) :=
    X (0, 0) (0, 1)
  have x2 : M (0, 0) (0, 0) + M (0, 0) (1, 1) = M (1, 0) (1, 0) + M (0, 1) (1, 0) :=
    X (0, 0) (1, 0)
  have x3 : M (0, 1) (1, 0) + M (0, 1) (0, 1) = M (1, 1) (0, 0) + M (0, 0) (0, 0) :=
    X (0, 1) (0, 0)
  have x4 : M (0, 1) (0, 1) + M (0, 1) (1, 0) = M (1, 1) (1, 1) + M (0, 0) (1, 1) :=
    X (0, 1) (1, 1)
  have z1 : M (0, 0) (1, 1) = 0 := sel _ _ (by decide)
  have z2 : M (1, 1) (0, 0) = 0 := sel _ _ (by decide)
  have hA : M (0, 0) (0, 0) = M (0, 1) (0, 1) + M (0, 1) (1, 0) := by
    linear_combination -x3 - z2
  have hD : M (1, 1) (1, 1) = M (0, 1) (0, 1) + M (0, 1) (1, 0) := by
    linear_combination -x4 - z1
  have hE : M (1, 0) (0, 1) = M (0, 1) (1, 0) := by linear_combination hA - x1 + z1
  have hF : M (1, 0) (1, 0) = M (0, 1) (0, 1) := by linear_combination hA - x2 + z1
  refine ⟨M (0, 1) (0, 1), M (0, 1) (1, 0), ?_⟩
  ext ⟨a, b⟩ ⟨c, d⟩
  fin_cases a <;> fin_cases b <;> fin_cases c <;> fin_cases d
  all_goals first
    | (refine (sel _ _ (by decide)).trans ?_; simp [spinSwap])
    | simp [spinSwap, hA, hD, hE, hF]
```

## The main theorem

Suppose $M$ commutes with all three $S_k$. Then $M = u + vP$, and Dirac's identity in the form $P = 2\,\mathbf S^{(1)}\!\cdot\mathbf S^{(2)} + \tfrac12$ gives
$$M = \left(u + \tfrac v2\right) + 2v\;\mathbf S^{(1)}\!\cdot\mathbf S^{(2)},$$
so $a = u + v/2$ and $b = 2v$. These are the witnesses in the `refine` line, and `module` collects the coefficients of $1$ and $P$. Conversely, $\mathbf S^{(1)}\!\cdot\mathbf S^{(2)} = \tfrac12P - \tfrac14$ commutes with each $S_k$ because $P$ and $1$ do (`hex`), and so does every combination $a + b\,\mathbf S^{(1)}\!\cdot\mathbf S^{(2)}$.

```lean
/-- A two-spin operator commutes with all three components of the total spin if and only if
it equals a + b S1·S2 for some complex numbers a and b. -/
theorem isotropic_iff_heisenberg (M : TwoSpin) :
    (∀ k, Commute M (total k)) ↔ ∃ a b : ℂ, M = a • (1 : TwoSpin) + b • exchange := by
  constructor
  · intro h
    obtain ⟨u, v, huv⟩ := eq_one_add_spinSwap M (h 2) (h 0)
    -- P = 2 S1·S2 + 1/2
    refine ⟨u + v / 2, 2 * v, huv.trans ?_⟩
    rw [dirac_identity]
    module
  · rintro ⟨a, b, rfl⟩ k
    have hex : Commute exchange (total k) := by
      rw [dirac_identity]
      exact ((spinSwap_commute_total k).smul_left _).sub_left
        ((Commute.one_left _).smul_left _)
    exact ((Commute.one_left _).smul_left a).add_left (hex.smul_left b)
```

In words, `isotropic_iff_heisenberg` says that for every complex $4\times4$ matrix $M$, the three relations $[M,S_x] = [M,S_y] = [M,S_z] = 0$ hold if and only if $M = a + b\,\mathbf S^{(1)}\!\cdot\mathbf S^{(2)}$ for some complex $a, b$. The matrix is arbitrary: it may contain terms acting on one spin only, and it need not be Hermitian or symmetric under interchange of the spins. Isotropy is defined here as commutation with the three generators. The passage from the generators to finite rotations, and the reality of $a$ and $b$ for Hermitian $M$, are familiar facts that the theorems below and above do not state.

For electronic structure the statement means that an effective Hamiltonian for two localised spins 1/2, restricted to their four spin states and assumed to commute with the total spin, is fixed by a constant and one exchange coefficient. The commutation is a hypothesis about the model and is not derived from an electronic Hamiltonian, and the theorem gives neither the size nor the sign of $b$. The theorem is stated and proved for two spins of size 1/2. It does not carry over when both spins are larger than 1/2, because the square of the exchange operator is then an independent isotropic term. For one spin 1/2 coupled to a larger spin the total spin still takes only two values and the two-term form remains complete, but that case is not treated here.

## Uniqueness of the coefficients

From the matrix of the exchange operator, $a + b\,\mathbf S^{(1)}\!\cdot\mathbf S^{(2)}$ has the entry $b/2$ at $(01,10)$ and the entry $a + b/4$ at $(00,00)$; these are `f` and `g`. If the pairs $(a,b)$ and $(a',b')$ give the same operator, then $b/2 = b'/2$ (`e1`) and $a + b/4 = a' + b'/4$ (`e2`). Twice the first equation gives $b = b'$, and the second minus half the first gives $a = a'$.

```lean
/-- The constant a and the exchange coefficient b in a + b S1·S2 are fixed by the operator. -/
theorem heisenberg_coeff_unique (a b a' b' : ℂ)
    (h : a • (1 : TwoSpin) + b • exchange = a' • (1 : TwoSpin) + b' • exchange) :
    a = a' ∧ b = b' := by
  have f : ∀ x y : ℂ, (x • (1 : TwoSpin) + y • exchange) (0, 1) (1, 0) = y / 2 := by
    intro x y
    simp [dirac_identity, spinSwap]
    ring
  have g : ∀ x y : ℂ, (x • (1 : TwoSpin) + y • exchange) (0, 0) (0, 0) = x + y / 4 := by
    intro x y
    simp [dirac_identity, spinSwap] <;> ring
  have e1 := congrFun (congrFun h (0, 1)) (1, 0)
  have e2 := congrFun (congrFun h (0, 0)) (0, 0)
  rw [f, f] at e1
  rw [g, g] at e2
  exact ⟨by linear_combination e2 - e1 / 2, by linear_combination 2 * e1⟩
```

## Bilinear couplings

The tensor $J$ can be recovered from $H_J$ by traces. Each $s_k^2$ equals $\tfrac14$ times the $2\times2$ identity and has trace $\tfrac12$. For $k\neq m$ the product $s_ks_m$ is a multiple of the third component and is traceless. Together,
$$\operatorname{tr}(s_ks_m) = \tfrac12\delta_{km},$$
which Lean confirms by evaluating the nine cases.

```lean
/-- Trace orthogonality of the spin-1/2 components: tr(s_k s_m) = δ_km / 2. -/
theorem trace_spin_mul (k m : Fin 3) :
    Matrix.trace (spin k * spin m) = if k = m then 1 / 2 else 0 := by
  fin_cases k <;> fin_cases m <;>
    simp [spin, Matrix.trace_fin_two, Matrix.mul_apply, Fin.sum_univ_two] <;>
    norm_num [Complex.ext_iff]
```

The mixed-product rule and $\operatorname{tr}(A\otimes B) = \operatorname{tr}A\,\operatorname{tr}B$ then give, for components $m, n \in \{0,1,2\}$,
$$\operatorname{tr}\!\big(H_J\,(s_m\otimes s_n)\big) = \sum_{k,l}J_{kl}\operatorname{tr}(s_ks_m)\operatorname{tr}(s_ls_n) = \sum_{k,l}J_{kl}\,\tfrac12\delta_{km}\,\tfrac12\delta_{ln} = \tfrac14J_{mn}.$$
The `simp only` line carries out the first two equalities, with `Matrix.trace_kronecker` for the factorised trace, and the last line collapses the sum.

```lean
/-- The trace of the bilinear coupling against s_m ⊗ s_n equals J_mn / 4. -/
theorem trace_bilinear (J : Matrix (Fin 3) (Fin 3) ℂ) (m n : Fin 3) :
    Matrix.trace (bilinear J * (spin m ⊗ₖ spin n)) = J m n / 4 := by
  simp only [bilinear, spin1_mul_spin2, Matrix.sum_mul, Matrix.smul_mul, Matrix.trace_sum,
    Matrix.trace_smul, ← Matrix.mul_kronecker_mul, Matrix.trace_kronecker, trace_spin_mul]
  fin_cases m <;> fin_cases n <;> simp [Fin.sum_univ_three] <;> ring
```

For $J = b\,\mathbb 1$, with $\mathbb 1$ the $3\times3$ unit tensor, the double sum reduces to $H_{b\mathbb 1} = b\,\mathbf S^{(1)}\!\cdot\mathbf S^{(2)}$ (`hb`), which is isotropic by the main theorem with $a = 0$. Conversely, let $H_J$ commute with the three $S_k$. The main theorem gives $H_J = a + H_{b\mathbb 1}$ for some $a, b$. Multiply by $s_m\otimes s_n$ and take the trace. The constant contributes $a\operatorname{tr}s_m\operatorname{tr}s_n = 0$ because the spin matrices are traceless (`t0`), and what remains is
$$\tfrac14J_{mn} = \tfrac14\,b\,\delta_{mn},$$
the equation `e`, which `linear_combination 4 * e` turns into $J_{mn} = b\,\delta_{mn}$. So `bilinear_isotropic_iff` says that $H_J$ commutes with all components of the total spin if and only if $J$ is a complex multiple of the unit tensor. A tensor with a nonzero off-diagonal element, symmetric or antisymmetric, or with unequal diagonal elements is not such a multiple, and its coupling fails to commute with at least one $S_k$.

```lean
/-- The coupling Σ J_kl S1_k S2_l commutes with all components of the total spin if and only
if the coupling tensor J is a multiple of the unit tensor. -/
theorem bilinear_isotropic_iff (J : Matrix (Fin 3) (Fin 3) ℂ) :
    (∀ k, Commute (bilinear J) (total k)) ↔
      ∃ b : ℂ, J = b • (1 : Matrix (Fin 3) (Fin 3) ℂ) := by
  have hb : ∀ b : ℂ, bilinear (b • (1 : Matrix (Fin 3) (Fin 3) ℂ)) = b • exchange := by
    intro b
    simp [bilinear, exchange, Matrix.one_apply, Finset.smul_sum]
  have t0 : ∀ n, Matrix.trace (spin n) = 0 := by
    intro n
    fin_cases n <;> simp [spin, Matrix.trace_fin_two] <;> norm_num
  rw [isotropic_iff_heisenberg]
  constructor
  · rintro ⟨a, b, h⟩
    refine ⟨b, ?_⟩
    rw [← hb b] at h
    ext m n
    -- project on s_m ⊗ s_n; the constant drops out because the spins are traceless
    have e := congrArg (fun Y : TwoSpin => Matrix.trace (Y * (spin m ⊗ₖ spin n))) h
    simp only [Matrix.add_mul, Matrix.trace_add, trace_bilinear, Matrix.smul_mul,
      Matrix.one_mul, Matrix.trace_smul, Matrix.trace_kronecker, t0, mul_zero, smul_zero,
      zero_add] at e
    linear_combination 4 * e
  · rintro ⟨b, rfl⟩
    exact ⟨0, b, by rw [hb, zero_smul, zero_add]⟩

end

end IsotropicExchange
```

```lean
#print axioms IsotropicExchange.isotropic_iff_heisenberg
#print axioms IsotropicExchange.heisenberg_coeff_unique
#print axioms IsotropicExchange.bilinear_isotropic_iff
```

```
'IsotropicExchange.isotropic_iff_heisenberg' depends on axioms: [propext, Classical.choice, Quot.sound]
'IsotropicExchange.heisenberg_coeff_unique' depends on axioms: [propext, Classical.choice, Quot.sound]
'IsotropicExchange.bilinear_isotropic_iff' depends on axioms: [propext, Classical.choice, Quot.sound]
```
